# Additivity of the connected triples energy for amplitudes and integrals local to fragments

## Molecules far apart

Two molecules are moved so far apart that they no longer interact. The energy of the pair should then be the sum of the two separate energies. A perturbative triples correction is a sum over six spin orbitals, and many of its terms mix orbitals of both molecules. Additivity follows if these mixed terms vanish and the rest is what each molecule gives when computed alone.

Let $i,j,k,m$ label occupied and $a,b,c,e$ virtual spin orbitals. From real doubles amplitudes $t_{ij}^{ab}$ and antisymmetrized integrals, form

$$C_{ijk}^{abc}=\sum_e t_{jk}^{ae}\langle ei\|bc\rangle-\sum_m t_{im}^{bc}\langle ma\|jk\rangle ,\qquad W=P(i/jk)\,P(a/bc)\,C .$$

Here $P(x/yz)$ is the identity minus the exchanges $x\leftrightarrow y$ and $x\leftrightarrow z$. With orbital energies $\varepsilon$, the energy is

$$E=-\frac1{36}\sum_{ijkabc}\frac{W^2}{D},\qquad D=\varepsilon_a+\varepsilon_b+\varepsilon_c-\varepsilon_i-\varepsilon_j-\varepsilon_k .$$

The factor $1/36$ compensates for the $3!\cdot3!$ orderings of each set of labels. With CCSD doubles amplitudes and canonical Hartree–Fock orbitals, this is the connected part of the (T) correction; the term with singles amplitudes is left out.

## Mixed terms vanish

Assume locality: an amplitude or integral is nonzero only if its four spin orbitals lie on one fragment. If $t_{jk}^{ae}\langle ei\|bc\rangle\neq0$, then $j,k,a,e$ share a fragment and so do $e,i,b,c$. The common orbital $e$ makes the two fragments the same. In the second contraction $m$ plays this role. Hence $C=0$ unless all six external labels share a fragment. The permutations only reorder these labels, so the same holds for $W$.

A fragment $f$ computed alone sums $e$ and $m$ over its own orbitals only. This changes nothing: for $a$ on $f$, $t_{jk}^{ae}$ vanishes when $e$ is elsewhere, and for $i$ on $f$, $t_{im}^{bc}$ vanishes when $m$ is elsewhere. The fragment's $W$ is therefore the total $W$ at the same labels. Sorting the energy sum by the fragment of $i$ confines the other five labels to that fragment, and

$$E=\sum_f E_f .$$

## Two electrons give no triples

Let the amplitudes be antisymmetric in both index pairs and the integrals in their last pair. Then $C$ is antisymmetric in $j,k$ and in $b,c$. For any $X$ with $X_{xyz}=-X_{xzy}$, the combination

$$P(x/yz)X=X_{xyz}-X_{yxz}-X_{zyx}$$

vanishes when two labels coincide:

- For $x=y$ the first two terms cancel and $X_{zxx}=0$.
- For $x=z$ the first and third cancel and $X_{yxx}=0$.
- For $y=z$ the first is zero, and $-X_{yxy}-X_{yyx}=0$.

With at most two occupied spin orbitals, two of $i,j,k$ must coincide, so $W=0$ and $E=0$. The same argument applies to the virtual labels.

If instead every $D>0$ and some $W\neq0$, no term of $\sum W^2/D$ is negative and one is positive, so $E<0$.

## Additivity lost through one non-local integral

Take three occupied and three virtual spin orbitals, each set numbered $0,1,2$, with energies $-1$ and $+1$. Let $t_{01}^{12}=1$ and $\langle ma\|jk\rangle=1$ for $m=1$, $a=0$, $j=1$, $k=2$, together with the values required by antisymmetry; everything else is zero. Then $W_{012}^{012}=-1$, and the 36 orderings with $D=6$ give $E=-1/6$.

Now assign occupied orbital 2 to fragment B and all others to A. Neither fragment has three occupied spin orbitals, so $E_A+E_B=0\neq E$. Only the locality of $\langle ma\|jk\rangle$ is violated here; locality of the amplitudes and of $\langle ei\|bc\rangle$ does not suffice for additivity.

## What the Lean statements say

The finite types `O` and `V` hold the occupied and virtual spin orbitals, and `p` and `q` send each to its fragment in `F`. A `TriplesInput` stores the amplitudes `t`, the integrals `gV` ($\langle ei\|bc\rangle$) and `gO` ($\langle ma\|jk\rangle$), and the orbital energies. `core` is $C$. `restrict` keeps only the data on one fragment, so its internal sums are restricted as well.

`energy_additive` assumes only `IsLocal` and finitely many fragments. Lean sets division by zero to zero, so the physical reading needs $D\neq0$. `fragment_energy_eq_zero` needs only `IsAntisymm` and at most two occupied spin orbitals on the fragment.

Locality stands for the absence of interaction, described in canonical orbitals that each lie on one fragment. It is assumed, not derived from the coupled-cluster equations or from a large-distance limit. The fragments also inherit their amplitudes and orbital energies from the whole system. If separate calculations on the fragments reproduce these data, the result gives a check on a triples program: the connected energy must add up, and two-electron fragments must contribute nothing.

```lean
import Mathlib

open Finset

noncomputable section

namespace TriplesSizeConsistency

variable {O V F : Type*}

/-- Real doubles amplitudes `t i j a b`, integrals `gV e i b c` = ⟨ei‖bc⟩ and
`gO m a j k` = ⟨ma‖jk⟩, and occupied and virtual orbital energies. -/
structure TriplesInput (O V : Type*) where
  t : O → O → V → V → ℝ
  gV : V → O → V → V → ℝ
  gO : O → V → O → O → ℝ
  eO : O → ℝ
  eV : V → ℝ

/-- The permutation operator P(x/yz): the identity minus the exchanges of x with y and with z. -/
def perm {α : Type*} (X : α → α → α → ℝ) (x y z : α) : ℝ :=
  X x y z - X y x z - X z y x

namespace TriplesInput

/-- The two contractions of doubles with integrals, before antisymmetrization. -/
def core [Fintype O] [Fintype V] (S : TriplesInput O V) (i j k : O) (a b c : V) : ℝ :=
  ∑ e, S.t j k a e * S.gV e i b c - ∑ m, S.t i m b c * S.gO m a j k

/-- The connected triples numerator W, obtained by applying P(i/jk) P(a/bc). -/
def W [Fintype O] [Fintype V] (S : TriplesInput O V) (i j k : O) (a b c : V) : ℝ :=
  perm (fun i j k => perm (S.core i j k) a b c) i j k

/-- The triples denominator: virtual minus occupied orbital energies. -/
def D (S : TriplesInput O V) (i j k : O) (a b c : V) : ℝ :=
  S.eV a + S.eV b + S.eV c - S.eO i - S.eO j - S.eO k

/-- The connected triples energy -(1/36) Σ W²/D, for nonzero denominators D. -/
def energy [Fintype O] [Fintype V] (S : TriplesInput O V) : ℝ :=
  -(1 / 36) * ∑ i, ∑ j, ∑ k, ∑ a, ∑ b, ∑ c, S.W i j k a b c ^ 2 / S.D i j k a b c

/-- The data of fragment `f` alone, with only its own spin orbitals. -/
def restrict (S : TriplesInput O V) (p : O → F) (q : V → F) (f : F) :
    TriplesInput {i // p i = f} {a // q a = f} where
  t i j a b := S.t i j a b
  gV e i b c := S.gV e i b c
  gO m a j k := S.gO m a j k
  eO i := S.eO i
  eV a := S.eV a

/-- Amplitudes and integrals vanish unless their four spin orbitals share a fragment. -/
structure IsLocal (S : TriplesInput O V) (p : O → F) (q : V → F) : Prop where
  t : ∀ i j a b, S.t i j a b ≠ 0 → p i = p j ∧ p j = q a ∧ q a = q b
  gV : ∀ e i b c, S.gV e i b c ≠ 0 → q e = p i ∧ p i = q b ∧ q b = q c
  gO : ∀ m a j k, S.gO m a j k ≠ 0 → p m = q a ∧ q a = p j ∧ p j = p k

/-- Amplitudes are antisymmetric in each index pair, integrals in their last pair. -/
structure IsAntisymm (S : TriplesInput O V) : Prop where
  tO : ∀ i j a b, S.t i j a b = -S.t j i a b
  tV : ∀ i j a b, S.t i j a b = -S.t i j b a
  gV : ∀ e i b c, S.gV e i b c = -S.gV e i c b
  gO : ∀ m a j k, S.gO m a j k = -S.gO m a k j

end TriplesInput

open TriplesInput

/-- Three occupied and three virtual spin orbitals all lie on one fragment. -/
def SameFragment (p : O → F) (q : V → F) (i j k : O) (a b c : V) : Prop :=
  ∃ f, p i = f ∧ p j = f ∧ p k = f ∧ q a = f ∧ q b = f ∧ q c = f

/-- A sum over the orbitals of one fragment equals the full sum if the summand
vanishes on all other fragments. -/
theorem sum_fragment {α : Type*} [Fintype α] [DecidableEq F] (p : α → F) (f : F)
    (X : α → ℝ) (h : ∀ x, p x ≠ f → X x = 0) :
    ∑ x : {x // p x = f}, X x = ∑ x, X x := by
  rw [← Finset.sum_subtype (univ.filter fun x => p x = f) (by simp) X, Finset.sum_filter]
  refine Finset.sum_congr rfl fun x _ => ?_
  by_cases hx : p x = f
  · rw [if_pos hx]
  · rw [if_neg hx, h x hx]

variable [Fintype O] [Fintype V] {S : TriplesInput O V} {p : O → F} {q : V → F}

/-- For local amplitudes and integrals, W vanishes unless all six spin orbitals share
a fragment. -/
theorem W_eq_zero (hS : S.IsLocal p q) (i j k : O) (a b c : V)
    (h : ¬ SameFragment p q i j k a b c) : S.W i j k a b c = 0 := by
  -- the summed orbital links the two factors of each contraction
  have z : ∀ i j k a b c, ¬ SameFragment p q i j k a b c → S.core i j k a b c = 0 := by
    intro i j k a b c h
    unfold core
    rw [Finset.sum_eq_zero, Finset.sum_eq_zero, sub_zero]
    · intro m _
      by_contra hn
      obtain ⟨h1, h2, h3⟩ := hS.t _ _ _ _ (left_ne_zero_of_mul hn)
      obtain ⟨h4, h5, h6⟩ := hS.gO _ _ _ _ (right_ne_zero_of_mul hn)
      exact h ⟨p i, by grind⟩
    · intro e _
      by_contra hn
      obtain ⟨h1, h2, h3⟩ := hS.t _ _ _ _ (left_ne_zero_of_mul hn)
      obtain ⟨h4, h5, h6⟩ := hS.gV _ _ _ _ (right_ne_zero_of_mul hn)
      exact h ⟨p i, by grind⟩
  have zv : ∀ i j k, ¬ SameFragment p q i j k a b c → perm (S.core i j k) a b c = 0 := by
    intro i j k h
    unfold perm
    linarith [z i j k a b c h,
      z i j k b a c fun ⟨f, x, y, w, u, v, s⟩ => h ⟨f, x, y, w, v, u, s⟩,
      z i j k c b a fun ⟨f, x, y, w, u, v, s⟩ => h ⟨f, x, y, w, s, v, u⟩]
  change perm (S.core i j k) a b c - perm (S.core j i k) a b c
    - perm (S.core k j i) a b c = 0
  linarith [zv i j k h, zv j i k fun ⟨f, x, y, w, r⟩ => h ⟨f, y, x, w, r⟩,
    zv k j i fun ⟨f, x, y, w, r⟩ => h ⟨f, w, y, x, r⟩]

/-- For local data, W computed for a fragment alone is W of the whole system on that
fragment. -/
theorem W_restrict [DecidableEq F] (hS : S.IsLocal p q) (f : F)
    (i j k : {i // p i = f}) (a b c : {a // q a = f}) :
    (S.restrict p q f).W i j k a b c = S.W i j k a b c := by
  have hc : ∀ (i j k : {i // p i = f}) (a b c : {a // q a = f}),
      (S.restrict p q f).core i j k a b c = S.core i j k a b c := by
    intro i j k a b c
    have h1 := sum_fragment q f (fun e => S.t j k a e * S.gV e i b c) fun e he => by
      by_contra hn
      exact he ((hS.t _ _ _ _ (left_ne_zero_of_mul hn)).2.2.symm.trans a.2)
    have h2 := sum_fragment p f (fun m => S.t i m b c * S.gO m a j k) fun m hm => by
      by_contra hn
      exact hm ((hS.t _ _ _ _ (left_ne_zero_of_mul hn)).1.symm.trans i.2)
    unfold core
    rw [← h1, ← h2]
    rfl
  simp only [W, perm, hc]

/-- For local amplitudes and integrals, the connected triples energy is the sum of the energies of
the fragments computed alone. -/
theorem energy_additive [Fintype F] [DecidableEq F] (hS : S.IsLocal p q) :
    S.energy = ∑ f, (S.restrict p q f).energy := by
  have z : ∀ i j k a b c, ¬ SameFragment p q i j k a b c →
      S.W i j k a b c ^ 2 / S.D i j k a b c = 0 := by
    intro i j k a b c h
    simp [W_eq_zero hS i j k a b c h]
  unfold energy
  rw [← Finset.mul_sum]
  congr 1
  -- sort by the fragment of i, then confine the other five sums to it
  refine (Fintype.sum_fiberwise p _).symm.trans
    (sum_congr rfl fun f _ => sum_congr rfl fun i _ => ?_)
  refine (sum_fragment p f _ fun j hj => ?_).symm.trans (sum_congr rfl fun j _ => ?_)
  · exact sum_eq_zero fun k _ => sum_eq_zero fun a _ => sum_eq_zero fun b _ =>
      sum_eq_zero fun c _ => z _ _ _ _ _ _ fun ⟨_, x, y, _⟩ =>
        hj (y.trans (x.symm.trans i.2))
  refine (sum_fragment p f _ fun k hk => ?_).symm.trans (sum_congr rfl fun k _ => ?_)
  · exact sum_eq_zero fun a _ => sum_eq_zero fun b _ => sum_eq_zero fun c _ =>
      z _ _ _ _ _ _ fun ⟨_, x, _, y, _⟩ => hk (y.trans (x.symm.trans i.2))
  refine (sum_fragment q f _ fun a ha => ?_).symm.trans (sum_congr rfl fun a _ => ?_)
  · exact sum_eq_zero fun b _ => sum_eq_zero fun c _ =>
      z _ _ _ _ _ _ fun ⟨_, x, _, _, y, _⟩ => ha (y.trans (x.symm.trans i.2))
  refine (sum_fragment q f _ fun b hb => ?_).symm.trans (sum_congr rfl fun b _ => ?_)
  · exact sum_eq_zero fun c _ =>
      z _ _ _ _ _ _ fun ⟨_, x, _, _, _, y, _⟩ => hb (y.trans (x.symm.trans i.2))
  refine (sum_fragment q f _ fun c hc => ?_).symm.trans (sum_congr rfl fun c _ => ?_)
  · exact z _ _ _ _ _ _ fun ⟨_, x, _, _, _, _, y⟩ => hc (y.trans (x.symm.trans i.2))
  rw [W_restrict hS]
  rfl

/-- P(x/yz) annihilates a function antisymmetric in y and z when at most two labels exist. -/
theorem perm_eq_zero {α : Type*} [Fintype α] (hα : Fintype.card α ≤ 2)
    (X : α → α → α → ℝ) (h : ∀ x y z, X x y z = -X x z y) (x y z : α) :
    perm X x y z = 0 := by
  classical
  have hr : x = y ∨ x = z ∨ y = z := by
    by_contra hn
    simp only [not_or] at hn
    have h3 : ({x, y, z} : Finset α).card = 3 :=
      Finset.card_eq_three.2 ⟨x, y, z, hn.1, hn.2.1, hn.2.2, rfl⟩
    have := Finset.card_le_univ ({x, y, z} : Finset α)
    omega
  have h1 : ∀ u v, perm X u u v = 0 := fun u v => by unfold perm; linarith [h v u u]
  have h2 : ∀ u v, perm X u v u = 0 := fun u v => by unfold perm; linarith [h v u u]
  have h3 : ∀ u v, perm X u v v = 0 := fun u v => by
    unfold perm; linarith [h u v v, h v u v]
  rcases hr with rfl | rfl | rfl
  · exact h1 _ _
  · exact h2 _ _
  · exact h3 _ _

/-- With antisymmetric amplitudes and integrals, a system with at most two occupied or at
most two virtual spin orbitals has zero connected triples energy. -/
theorem energy_eq_zero (hA : S.IsAntisymm)
    (h : Fintype.card O ≤ 2 ∨ Fintype.card V ≤ 2) : S.energy = 0 := by
  have hO : ∀ i j k a b c, S.core i j k a b c = -S.core i k j a b c := by
    intro i j k a b c
    simp only [core, neg_sub', ← Finset.sum_neg_distrib]
    congr 1 <;> refine sum_congr rfl fun x _ => ?_
    · rw [hA.tO j k]; ring
    · rw [hA.gO x a j k]; ring
  have hV : ∀ i j k a b c, S.core i j k a b c = -S.core i j k a c b := by
    intro i j k a b c
    simp only [core, neg_sub', ← Finset.sum_neg_distrib]
    congr 1 <;> refine sum_congr rfl fun x _ => ?_
    · rw [hA.gV x i b c]; ring
    · rw [hA.tV i x b c]; ring
  have hW : ∀ i j k a b c, S.W i j k a b c = 0 := by
    intro i j k a b c
    rcases h with h | h
    · refine perm_eq_zero h _ (fun i j k => ?_) i j k
      unfold perm
      linarith [hO i j k a b c, hO i j k b a c, hO i j k c b a]
    · have hz := fun i j k => perm_eq_zero h (S.core i j k) (hV i j k) a b c
      simp only [W, hz]
      simp [perm]
  simp [energy, hW]

/-- In an antisymmetric system, a fragment with at most two occupied spin orbitals
contributes zero connected triples energy. -/
theorem fragment_energy_eq_zero [DecidableEq F] (hA : S.IsAntisymm) (f : F)
    (h : Fintype.card {i // p i = f} ≤ 2) : (S.restrict p q f).energy = 0 :=
  energy_eq_zero ⟨fun _ _ _ _ => hA.tO _ _ _ _, fun _ _ _ _ => hA.tV _ _ _ _,
    fun _ _ _ _ => hA.gV _ _ _ _, fun _ _ _ _ => hA.gO _ _ _ _⟩ (Or.inl h)

/-- If all denominators are positive and some W is nonzero, the connected triples energy
is strictly negative. -/
theorem energy_neg (hD : ∀ i j k a b c, 0 < S.D i j k a b c) {i j k : O} {a b c : V}
    (hW : S.W i j k a b c ≠ 0) : S.energy < 0 := by
  have nn : ∀ i j k a b c, 0 ≤ S.W i j k a b c ^ 2 / S.D i j k a b c :=
    fun i j k a b c => div_nonneg (sq_nonneg _) (hD i j k a b c).le
  have hp : 0 < S.W i j k a b c ^ 2 := by positivity
  have hs : 0 < ∑ i, ∑ j, ∑ k, ∑ a, ∑ b, ∑ c,
      S.W i j k a b c ^ 2 / S.D i j k a b c := by
    refine sum_pos' ?_ ⟨i, mem_univ i, sum_pos' ?_ ⟨j, mem_univ j, sum_pos' ?_
      ⟨k, mem_univ k, sum_pos' ?_ ⟨a, mem_univ a, sum_pos' ?_ ⟨b, mem_univ b, sum_pos' ?_
      ⟨c, mem_univ c, div_pos hp (hD i j k a b c)⟩⟩⟩⟩⟩⟩
    all_goals
      intro _ _
      repeat refine sum_nonneg fun _ _ => ?_
      exact nn _ _ _ _ _ _
  unfold energy
  linarith

/-- One if four fragment labels agree, zero otherwise. -/
def together (x y z w : Fin 2) : ℝ := if x = y ∧ y = z ∧ z = w then 1 else 0

/-- For r ≠ s, the antisymmetric pair function that is 1 at (r, s), -1 at (s, r) and 0 elsewhere. -/
def pair (r s i j : Fin 3) : ℝ :=
  (if i = r then 1 else 0) * (if j = s then 1 else 0)
    - (if i = s then 1 else 0) * (if j = r then 1 else 0)

/-- Two identical fragments, each with three occupied and three virtual spin orbitals. -/
def dimer : TriplesInput (Fin 3 × Fin 2) (Fin 3 × Fin 2) where
  t i j a b := together i.2 j.2 a.2 b.2 * (pair 0 1 i.1 j.1 * pair 1 2 a.1 b.1)
  gV e i b c := together e.2 i.2 b.2 c.2 *
    ((if e.1 = 1 ∧ i.1 = 0 then 1 else 0) * pair 1 2 b.1 c.1)
  gO m a j k := together m.2 a.2 j.2 k.2 *
    ((if m.1 = 1 ∧ a.1 = 0 then 1 else 0) * pair 1 2 j.1 k.1)
  eO _ := -1
  eV _ := 1

/-- The dimer is antisymmetric and local, has positive denominators, and has W = -1 for
one set of six spin orbitals on each fragment. -/
theorem dimer_witness : dimer.IsAntisymm ∧ dimer.IsLocal Prod.snd Prod.snd ∧
    (∀ i j k a b c, 0 < dimer.D i j k a b c) ∧
    ∀ f, dimer.W (0, f) (1, f) (2, f) (0, f) (1, f) (2, f) = -1 := by
  have s1 : ∀ x y z w, together x y z w = together y x z w := fun x y z w =>
    if_congr (by constructor <;> rintro ⟨rfl, rfl, rfl⟩ <;> exact ⟨rfl, rfl, rfl⟩) rfl rfl
  have s2 : ∀ x y z w, together x y z w = together x y w z := fun x y z w =>
    if_congr (by constructor <;> rintro ⟨rfl, rfl, rfl⟩ <;> exact ⟨rfl, rfl, rfl⟩) rfl rfl
  have hp : ∀ r s i j, pair r s i j = -pair r s j i := fun r s i j => by unfold pair; ring
  have hl : ∀ x y z w, together x y z w ≠ 0 → x = y ∧ y = z ∧ z = w := by
    intro x y z w h
    by_contra hn
    exact h (if_neg hn)
  refine ⟨⟨fun i j a b => ?_, fun i j a b => ?_, fun e i b c => ?_, fun m a j k => ?_⟩,
    ⟨fun _ _ _ _ h => hl _ _ _ _ (left_ne_zero_of_mul h),
      fun _ _ _ _ h => hl _ _ _ _ (left_ne_zero_of_mul h),
      fun _ _ _ _ h => hl _ _ _ _ (left_ne_zero_of_mul h)⟩,
    fun i j k a b c => by norm_num [D, dimer], Fin.forall_fin_two.2 ⟨?_, ?_⟩⟩
  · simp only [dimer]
    rw [s1 i.2 j.2, hp 0 1 i.1 j.1]; ring
  · simp only [dimer]
    rw [s2 i.2 j.2 a.2 b.2, hp 1 2 a.1 b.1]; ring
  · simp only [dimer]
    rw [s2 e.2 i.2 b.2 c.2, hp 1 2 b.1 c.1]; ring
  · simp only [dimer]
    rw [s2 m.2 a.2 j.2 k.2, hp 1 2 j.1 k.1]; ring
  all_goals simp [W, perm, core, dimer, together, pair, Fintype.sum_prod_type]

end TriplesSizeConsistency
```

```lean
#print axioms TriplesSizeConsistency.energy_additive
#print axioms TriplesSizeConsistency.fragment_energy_eq_zero
#print axioms TriplesSizeConsistency.energy_neg
```

```
'TriplesSizeConsistency.energy_additive' depends on axioms: [propext, Classical.choice, Quot.sound]
'TriplesSizeConsistency.fragment_energy_eq_zero' depends on axioms: [propext, Classical.choice, Quot.sound]
'TriplesSizeConsistency.energy_neg' depends on axioms: [propext, Classical.choice, Quot.sound]
```

## From the contractions to the energy in Lean

`W_eq_zero` first proves the claim for `core`. A nonzero product has two nonzero factors, locality gives the equalities of fragment labels, and `grind` chains them through the summed orbital. `linarith` then combines the permuted terms, all zero.

`sum_fragment` says that a sum over one fragment equals the full sum if the summand vanishes elsewhere. `W_restrict` applies it to the sums over `e` and `m`. In `energy_additive`, `Fintype.sum_fiberwise` sorts by the fragment of `i`, and five uses of `sum_fragment` confine `j`, `k`, `a`, `b` and `c`. `W_restrict` then identifies the summands.

`perm_eq_zero` finds a repeated label by counting and treats the three coincidences above. `energy_eq_zero` supplies the antisymmetry of `core` and applies this lemma to the occupied or the virtual labels; `fragment_energy_eq_zero` passes the antisymmetry on to a fragment. `energy_neg` follows the positive term through the six nested sums.

`dimer_witness` checks two identical fragments with three occupied and three virtual spin orbitals each. The data are local and antisymmetric, all denominators are positive, and $W=-1$ occurs on both fragments, so additivity there is not merely a sum of zeros.
